# Beyond the end of an evenly spaced chain of alternating charges, the screening error of the potential stays below the threshold at every length

A cutoff that drops every Coulomb term smaller than τ limits each discarded term, but not their sum. For an evenly spaced chain of equal charges the discarded terms all have the same sign, and at fixed τ their sum grows without bound as the chain gets longer. A threshold that is adequate for a short chain can then be inadequate for a long one.

If unit charges alternate in sign when listed in order of non-decreasing distance from the point where the potential is taken, the total error is less than τ for every chain length. Electronic structure programs often skip Coulomb integrals whose estimated size is below a threshold; the result shows how sign alternation limits the accumulated error in a model of fixed classical point charges, where the size of each term is known exactly.

```lean
import Mathlib

open Finset Filter

namespace AlternatingChainScreening

noncomputable section
```

## Potential, cutoff and error

Site k = 1, …, N carries charge q_k at distance r_k from a chosen point. With the Coulomb constant set to one, the potential there is

V_N = Σ_{k=1..N} q_k / r_k.

In Lean, `q` and `r` are real-valued functions on the natural numbers, and the sum runs over `Icc 1 N`, so the value at index 0 is never used.

```lean
/-- Potential at a point due to `N` charges `q k` at distances `r k` from it, for nonzero distances,
in units where the Coulomb constant is one. -/
def potential (q r : ℕ → ℝ) (N : ℕ) : ℝ := ∑ k ∈ Icc 1 N, q k / r k
```

The screened potential keeps the terms with |q_k / r_k| ≥ τ. A term exactly at the threshold is kept.

```lean
/-- The potential computed only from the terms of modulus at least `τ`, for nonzero distances. -/
def screenedPotential (q r : ℕ → ℝ) (τ : ℝ) (N : ℕ) : ℝ :=
  ∑ k ∈ (Icc 1 N).filter (fun k => τ ≤ |q k / r k|), q k / r k
```

The screening error E_N is the full potential minus the screened one. It is a signed number, and the bounds below concern its modulus.

```lean
/-- The screening error: full potential minus screened potential, for nonzero distances. -/
def screeningError (q r : ℕ → ℝ) (τ : ℝ) (N : ℕ) : ℝ :=
  potential q r N - screenedPotential q r τ N
```

Two charge patterns are compared. The alternating one is q_k = (−1)^k, so site 1 is negative.

```lean
/-- Unit charges of alternating sign along the chain. -/
def alternatingCharge (k : ℕ) : ℝ := (-1) ^ k
```

The other has q_k = 1 everywhere.

```lean
/-- Unit charges of equal sign along the chain. -/
def uniformCharge (_ : ℕ) : ℝ := 1
```

The evenly spaced chain has r_k = k, with the spacing as the unit of length. The potential is taken on the line of the chain, one spacing outside it, next to site 1.

```lean
/-- Distance of site `k ≥ 1` of an evenly spaced chain with unit spacing from the point one spacing
outside the chain, next to site 1. -/
def siteDistance (k : ℕ) : ℝ := k
```

## The error as a sum of discarded terms

Subtract the two potentials term by term. A kept term gives x − x = 0, and a discarded term gives x − 0 = x. Hence

E_N = Σ_{k=1..N, |q_k/r_k| < τ} q_k / r_k.

The Lean proof writes the filtered sum as a sum with a condition in each term, then treats the two cases separately.

```lean
/-- The screening error is the sum of the terms of modulus below `τ`. -/
theorem screeningError_eq_discarded (q r : ℕ → ℝ) (τ : ℝ) (N : ℕ) :
    screeningError q r τ N =
      ∑ k ∈ Icc 1 N, if |q k / r k| < τ then q k / r k else 0 := by
  unfold screeningError potential screenedPotential
  rw [Finset.sum_filter, ← Finset.sum_sub_distrib]
  refine Finset.sum_congr rfl fun k _ => ?_
  by_cases h : |q k / r k| < τ
  · rw [if_pos h, if_neg (not_le.mpr h), sub_zero]
  · rw [if_neg h, if_pos (not_lt.mp h), sub_self]
```

Splitting off the last site gives a recursion:

E_{N+1} = E_N + q_{N+1}/r_{N+1} if |q_{N+1}/r_{N+1}| < τ,
E_{N+1} = E_N otherwise.

```lean
/-- Lengthening the chain by one site changes the screening error by the new term if that term
is discarded, and not at all otherwise. -/
theorem screeningError_succ (q r : ℕ → ℝ) (τ : ℝ) (N : ℕ) :
    screeningError q r τ (N + 1) = screeningError q r τ N +
      if |q (N + 1) / r (N + 1)| < τ then q (N + 1) / r (N + 1) else 0 := by
  rw [screeningError_eq_discarded q r τ (N + 1), screeningError_eq_discarded q r τ N,
    Finset.sum_Icc_succ_top (by omega)]
```

For alternating charges at positive distances, the quantity compared with τ is simply

|(−1)^k / r_k| = 1/r_k.

```lean
/-- An alternating unit charge at positive distance contributes a term of modulus
one over the distance. -/
theorem abs_alternating_term {r : ℕ → ℝ} {k : ℕ} (hr : 0 < r k) :
    |alternatingCharge k / r k| = 1 / r k := by
  rw [alternatingCharge, abs_div, abs_pow, abs_neg, abs_one, one_pow, abs_of_pos hr]
```

## Why the discarded terms cannot accumulate

Write a_k = 1/r_k for k ≥ 1. Since the distances are positive and non-decreasing, a_{k+1} ≤ a_k. The bound |E_N| < τ alone is too weak to carry through an induction, because the next term might push the error past τ. The induction therefore carries two statements:

(A) If τ ≤ a_{N+1}, then E_N = 0.
(B) If 0 ≤ c ≤ a_{N+1} and c < τ, then |E_N + (−1)^(N+1) c| < τ.

For N = 0 the error is zero, and the modulus in (B) is c, which is less than τ.

Now pass from N to N + 1. For (A), if τ ≤ a_{N+2}, then also τ ≤ a_{N+1}. Term N + 1 is kept, and E_{N+1} = E_N = 0.

For (B), take 0 ≤ c ≤ a_{N+2} with c < τ. If a_{N+1} < τ, term N + 1 is discarded, and

E_{N+1} + (−1)^(N+2) c = E_N + (−1)^(N+1) (a_{N+1} − c).

The number a_{N+1} − c lies between 0 and a_{N+1}, and is less than τ, so (B) for N applies to it. If instead a_{N+1} ≥ τ, then E_{N+1} = E_N = 0 by (A), and the modulus is again c < τ.

In the code, `ih0` and `ih1` are (A) and (B) for N, `hle` is the ordering of the terms, and `e` is the displayed identity, proved by `ring`.

```lean
/-- For alternating charges at positive, non-decreasing distances, the error vanishes while the next
term has modulus at least `τ`, and adding a part of the next term, with its sign and of modulus
`c < τ`, leaves the error below `τ` in modulus. -/
theorem alternating_invariant {r : ℕ → ℝ} {τ : ℝ} (hpos : ∀ k, 1 ≤ k → 0 < r k)
    (hmono : ∀ k, 1 ≤ k → r k ≤ r (k + 1)) (N : ℕ) :
    (τ ≤ 1 / r (N + 1) → screeningError alternatingCharge r τ N = 0) ∧
    ∀ c : ℝ, 0 ≤ c → c ≤ 1 / r (N + 1) → c < τ →
      |screeningError alternatingCharge r τ N + (-1) ^ (N + 1) * c| < τ := by
  induction N with
  | zero =>
    have h0 : screeningError alternatingCharge r τ 0 = 0 := by
      simp [screeningError, potential, screenedPotential]
    refine ⟨fun _ => h0, fun c hc _ hcτ => ?_⟩
    rw [h0, zero_add, abs_mul, abs_pow, abs_neg, abs_one, one_pow, one_mul, abs_of_nonneg hc]
    exact hcτ
  | succ N ih =>
    obtain ⟨ih0, ih1⟩ := ih
    have hle : 1 / r (N + 1 + 1) ≤ 1 / r (N + 1) :=
      one_div_le_one_div_of_le (hpos (N + 1) (by omega)) (hmono (N + 1) (by omega))
    rw [screeningError_succ, abs_alternating_term (hpos (N + 1) (by omega))]
    constructor
    · intro h
      rw [if_neg (not_lt.mpr (h.trans hle)), add_zero]
      exact ih0 (h.trans hle)
    · intro c hc hcle hcτ
      by_cases hd : 1 / r (N + 1) < τ
      · -- in modulus, a discarded term minus a part of its successor is a part of the discarded term
        have h := ih1 (1 / r (N + 1) - c) (by linarith) (by linarith) (by linarith)
        have e : screeningError alternatingCharge r τ N + alternatingCharge (N + 1) / r (N + 1)
            + (-1) ^ (N + 1 + 1) * c = screeningError alternatingCharge r τ N
            + (-1) ^ (N + 1) * (1 / r (N + 1) - c) := by
          rw [show alternatingCharge (N + 1) = (-1) ^ (N + 1) from rfl]
          ring
        rw [if_pos hd, e]
        exact h
      · -- a retained term means that nothing has been discarded before it
        rw [if_neg hd, add_zero, ih0 (not_lt.mp hd), zero_add, abs_mul, abs_pow, abs_neg,
          abs_one, one_pow, one_mul, abs_of_nonneg hc]
        exact hcτ
```

Setting c = 0 in (B) gives, for every τ > 0 and every N,

|E_N| < τ.

The hypotheses `hpos` and `hmono` say that the distances are positive and non-decreasing. Positivity alone would not suffice: at distances 4, 100, 4 with τ = 0.3, all three terms are discarded, and they sum to −0.49.

```lean
/-- For alternating unit charges at positive, non-decreasing distances, discarding all terms of
modulus below `τ > 0` changes the potential by less than `τ`, whatever the chain length. -/
theorem alternating_screeningError_lt {r : ℕ → ℝ} {τ : ℝ} (hτ : 0 < τ)
    (hpos : ∀ k, 1 ≤ k → 0 < r k) (hmono : ∀ k, 1 ≤ k → r k ≤ r (k + 1)) (N : ℕ) :
    |screeningError alternatingCharge r τ N| < τ := by
  have h := (alternating_invariant (τ := τ) hpos hmono N).2 0 le_rfl
    (one_div_pos.mpr (hpos (N + 1) (by omega))).le hτ
  rwa [mul_zero, add_zero] at h
```

The same bound holds for a Yukawa interaction exp(−κd)/d with κ ≥ 0 and positive, non-decreasing distances d_k: apply the theorem with r_k = d_k exp(κ d_k), which is also positive and non-decreasing.

## The evenly spaced chain

With r_k = k the theorem becomes a statement about Σ (−1)^k / k, written out here without the auxiliary definitions. The bound is independent of N, though the error itself may vary with N.

```lean
/-- In the evenly spaced chain, discarding the terms of modulus below `τ > 0` from the sum of
`(-1)^k / k` over `k = 1..N` changes it by less than `τ`, for every `N`. -/
theorem linear_chain_error_lt {τ : ℝ} (hτ : 0 < τ) (N : ℕ) :
    |∑ k ∈ Icc 1 N, (-1 : ℝ) ^ k / (k : ℝ) -
      ∑ k ∈ (Icc 1 N).filter (fun k : ℕ => τ ≤ |(-1 : ℝ) ^ k / (k : ℝ)|),
        (-1 : ℝ) ^ k / (k : ℝ)| < τ := by
  have h := alternating_screeningError_lt (r := siteDistance) hτ
    (fun k hk => by unfold siteDistance; exact_mod_cast hk)
    (fun k _ => by unfold siteDistance; push_cast; linarith) N
  exact h
```

Take τ = 0.3 and N = 6. The terms −1, 1/2 and −1/3 are kept, and the error is

1/4 − 1/5 + 1/6 = 13/60 ≈ 0.217 < 0.3.

With equal charges the same three sites would give 37/60 ≈ 0.617, already more than twice the threshold.

The position of the point matters. At a charge inside the chain, the two neighbours at each distance have the same sign, so the signs do not alternate in order of distance. With four neighbours on each side and τ = 0.3, the two outermost terms are discarded, and the error is 1/2 in modulus. Applying the theorem to each side separately gives the bound 2τ there.

## How close the error comes to τ

Suppose τN ≤ 1 < τ(N+1). Every site k ≤ N satisfies τk ≤ 1 and is kept, while site N + 1 is discarded. The chain of N + 1 sites therefore has

|E_{N+1}| = 1/(N+1).

For τ just above 1/(N+1), this is as close to τ as desired, so no constant factor smaller than one could multiply τ in the general bound. In the example above, the chain of four sites has error 1/4.

```lean
/-- If `τ N ≤ 1 < τ (N + 1)`, the evenly spaced alternating chain of `N + 1` sites has a
screening error of modulus exactly `1 / (N + 1)`. -/
theorem linear_chain_error_sharp {τ : ℝ} {N : ℕ} (hN : τ * N ≤ 1) (hN' : 1 < τ * (N + 1)) :
    |screeningError alternatingCharge siteDistance τ (N + 1)| = 1 / ((N : ℝ) + 1) := by
  have hpos : ∀ k : ℕ, 1 ≤ k → 0 < siteDistance k := fun k hk => by
    unfold siteDistance; exact_mod_cast hk
  have hN1 : (0 : ℝ) < (N : ℝ) + 1 := by positivity
  have hτ : 0 < τ := by
    by_contra h
    nlinarith [mul_nonneg (neg_nonneg.mpr (not_lt.mp h)) hN1.le]
  -- the first `N` terms are all retained
  have h0 : screeningError alternatingCharge siteDistance τ N = 0 := by
    rw [screeningError_eq_discarded]
    refine Finset.sum_eq_zero fun k hk => ?_
    obtain ⟨h1, h2⟩ := Finset.mem_Icc.mp hk
    refine if_neg ?_
    rw [abs_alternating_term (hpos k h1), not_lt, le_div_iff₀ (hpos k h1)]
    have h3 : siteDistance k ≤ (N : ℝ) := by unfold siteDistance; exact_mod_cast h2
    exact (mul_le_mul_of_nonneg_left h3 hτ.le).trans hN
  have hd : siteDistance (N + 1) = (N : ℝ) + 1 := by unfold siteDistance; push_cast; rfl
  have ha := abs_alternating_term (hpos (N + 1) (by omega))
  have hlt : |alternatingCharge (N + 1) / siteDistance (N + 1)| < τ := by
    rw [ha, hd, div_lt_iff₀ hN1]
    exact hN'
  rw [screeningError_succ, h0, zero_add, if_pos hlt, ha, hd]
```

## Equal charges: the error diverges

For q_k = 1 on the same sites, only those with k ≤ 1/τ are kept. Choose an integer M > 1/τ. The screened potential is then at most Σ_{k=1..M} 1/k for every N, so

E_N ≥ Σ_{k=1..N} 1/k − Σ_{k=1..M} 1/k.

The second sum is fixed and the harmonic sum diverges, hence E_N → ∞. In Lean, `hret` bounds the screened potential, `hharm` identifies the full potential with the harmonic sum, and `key` is the displayed inequality.

```lean
/-- For equal unit charges on the evenly spaced chain, the screening error at any fixed
threshold `τ > 0` grows without bound with the chain length. -/
theorem uniform_screeningError_diverges {τ : ℝ} (hτ : 0 < τ) :
    Tendsto (fun N => screeningError uniformCharge siteDistance τ N) atTop atTop := by
  obtain ⟨M, hM⟩ := exists_nat_gt (1 / τ)
  -- only sites within distance `1 / τ` are retained
  have hret : ∀ N, screenedPotential uniformCharge siteDistance τ N ≤
      potential uniformCharge siteDistance M := by
    intro N
    unfold screenedPotential potential
    apply Finset.sum_le_sum_of_subset_of_nonneg
    · intro k hk
      rw [Finset.mem_filter, Finset.mem_Icc] at hk
      obtain ⟨⟨h1, _⟩, h2⟩ := hk
      have hk0 : (0 : ℝ) < k := by exact_mod_cast h1
      have e : |uniformCharge k / siteDistance k| = 1 / (k : ℝ) :=
        abs_of_pos (one_div_pos.mpr hk0)
      rw [e, le_div_iff₀ hk0] at h2
      have h4 : (k : ℝ) ≤ 1 / τ := by
        rw [le_div_iff₀ hτ]
        linarith
      exact Finset.mem_Icc.mpr ⟨h1, by exact_mod_cast h4.trans hM.le⟩
    · intro k _ _
      unfold uniformCharge siteDistance
      positivity
  -- the full potential is the harmonic sum
  have hharm : ∀ N, potential uniformCharge siteDistance N =
      ∑ i ∈ range N, 1 / ((i : ℝ) + 1) := by
    intro N
    unfold potential uniformCharge siteDistance
    induction N with
    | zero => simp
    | succ N ih =>
      rw [Finset.sum_Icc_succ_top (by omega), Finset.sum_range_succ, ih]
      push_cast
      rfl
  have key : ∀ N, ∑ i ∈ range N, 1 / ((i : ℝ) + 1) +
      -potential uniformCharge siteDistance M ≤
      screeningError uniformCharge siteDistance τ N := by
    intro N
    unfold screeningError
    linarith [hret N, hharm N]
  exact tendsto_atTop_mono key (tendsto_atTop_add_const_right atTop _
    Real.tendsto_sum_range_one_div_nat_succ_atTop)

end

end AlternatingChainScreening
```

```lean
#print axioms AlternatingChainScreening.linear_chain_error_lt
-- 'AlternatingChainScreening.linear_chain_error_lt' depends on axioms: [propext, Classical.choice, Quot.sound]
#print axioms AlternatingChainScreening.linear_chain_error_sharp
-- 'AlternatingChainScreening.linear_chain_error_sharp' depends on axioms: [propext, Classical.choice, Quot.sound]
#print axioms AlternatingChainScreening.uniform_screeningError_diverges
-- 'AlternatingChainScreening.uniform_screeningError_diverges' depends on axioms: [propext, Classical.choice, Quot.sound]
```
